# The Hedin-Lundqvist correlation energy with positive constants is negative, increasing in $r_s$, and has a $1/r_s$ tail

When I evaluate a local-density correlation energy on a grid, I convert the density $n$ at each point to the Wigner-Seitz radius $r_s$, defined by $\tfrac{4\pi}{3} r_s^3 n = 1$, and compute the Hedin-Lundqvist energy per electron with its two positive constants $A$ and $C$:

$$\varepsilon(r_s) = -C\,G(r_s/A), \qquad G(x) = (1+x^3)\ln(1+1/x) + \frac{x}{2} - x^2 - \frac13 .$$

In the low-density tail $x = r_s/A$ is large, and $G$ is a small difference of terms of size $x^2$. I would like to switch to $G \approx 3/(4x)$ there. Plots suggest that $G$ is positive and decreasing, so that $\varepsilon$ is negative and rises toward zero. Is this true for every $x > 0$, how good is the tail formula, and can it be machine-checked?

## Yes for $A, C > 0$, with a two-sided bound on $xG(x)$

For every $x > 0$, $G$ is positive, strictly decreasing, and satisfies

$$\frac34 - \frac{3}{10x} < x\,G(x) < \frac34 .$$

Dividing by $x$ shows that $3/(4x)$ overestimates $G$ by less than $3/(10x^2)$. The constant $A$ sets the scale of $r_s$ at which the formula passes from logarithmic behaviour ($x \ll 1$) to its $1/r_s$ tail ($x \gg 1$), and $C$ sets the energy scale. Both are taken here as given positive parameters.

### Taylor bounds on the logarithm

For $t > 0$, two differences that vanish at $t = 0$ have positive derivatives:

$$\frac{d}{dt}\Big[\ln(1+t) - t + \frac{t^2}{2}\Big] = \frac{t^2}{1+t}, \qquad \frac{d}{dt}\Big[t - \frac{t^2}{2} + \frac{t^3}{3} - \ln(1+t)\Big] = \frac{t^3}{1+t}.$$

Both differences are therefore positive, which gives $t - t^2/2 < \ln(1+t) < t - t^2/2 + t^3/3$.

### The substitution $t = 1/x$

Define $F(t) = (1+t^3)\ln(1+t) - t + t^2/2 - t^3/3$. Multiplying out gives $G(x) = x^3F(1/x)$, hence $xG(x) = x^4F(1/x)$. Since $1+t^3 = (1+t)(1-t+t^2)$,

$$F'(t) = 3t^2\ln(1+t) + (1 - t + t^2) - 1 + t - t^2 = 3t^2\ln(1+t), \qquad F(0) = 0 .$$

Three bounds on the logarithm can now be integrated from $0$ to $t$. From $\ln(1+t) > 0$ follows $F > 0$. From $\ln(1+t) > t - t^2/2$ follows $F' > 3t^3 - 3t^4/2$, so $F > 3t^4/4 - 3t^5/10$. From $\ln(1+t) < t$ follows $F' < 3t^3$, so $F < 3t^4/4$. Multiplying by $x^4$ at $t = 1/x$ gives $xG > 0$ and the two-sided estimate. The two-sided estimate alone does not give positivity for every $x > 0$, because its lower bound is positive only for $x > 2/5$; the bound $F > 0$ covers all $x > 0$ at once. As $x \to \infty$ the lower bound tends to $3/4$, so $xG \to 3/4$.

### The slope of $G$ and the rescaling to $r_s$

The derivative of $\ln(1+1/x)$ is $-1/(x(x+1))$, and $(1+x^3)/(x(x+1)) = x - 1 + 1/x$. Therefore

$$G'(x) = 3x^2\ln(1+1/x) - \Big(x - 1 + \frac1x\Big) + \frac12 - 2x = 3x^2\ln(1+1/x) - 3x + \frac32 - \frac1x .$$

The cubic upper bound at $t = 1/x$ gives $3x^2\ln(1+1/x) < 3x - 3/2 + 1/x$, so $G' < 0$.

With $A > 0$ the map $r_s \mapsto r_s/A$ is increasing and preserves positivity, and the factor $-C < 0$ reverses inequalities, so $\varepsilon$ is negative and strictly increasing. Finally $r_s\,\varepsilon = -CA\cdot xG(x)$, which lies above $-3AC/4$ and tends to it.

### The Lean file

```lean
import Mathlib

open Real Filter Topology Set

namespace HedinLundqvistShape

noncomputable section

/-- The dimensionless Hedin-Lundqvist function of `x = rs / A`. -/
def G (x : ℝ) : ℝ := (1 + x ^ 3) * log (1 + 1 / x) + x / 2 - x ^ 2 - 1 / 3

/-- The Hedin-Lundqvist correlation energy per electron, `-C G(rs / A)`. -/
def eps (A C rs : ℝ) : ℝ := -C * G (rs / A)

/-- Let `H(t) = (p + q t³) ln(1+t) + a t + b t² + c t³ + d t⁴ + e t⁵`. If `(1+s) H'(s) > 0`
for all `s > 0`, then `H(t) > 0` for all `t > 0`. -/
theorem family_pos (p q a b c d e : ℝ)
    (hp : ∀ s : ℝ, 0 < s → 0 < (1 + s) * (3 * q * s ^ 2 * log (1 + s)
      + (a + 2 * b * s + 3 * c * s ^ 2 + 4 * d * s ^ 3 + 5 * e * s ^ 4)) + (p + q * s ^ 3))
    {t : ℝ} (ht : 0 < t) :
    0 < (p + q * t ^ 3) * log (1 + t)
      + (a * t + b * t ^ 2 + c * t ^ 3 + d * t ^ 4 + e * t ^ 5) := by
  have hd : ∀ s : ℝ, 0 ≤ s → HasDerivAt
      (fun t : ℝ => (p + q * t ^ 3) * log (1 + t)
        + (a * t + b * t ^ 2 + c * t ^ 3 + d * t ^ 4 + e * t ^ 5))
      (((1 + s) * (3 * q * s ^ 2 * log (1 + s)
        + (a + 2 * b * s + 3 * c * s ^ 2 + 4 * d * s ^ 3 + 5 * e * s ^ 4))
        + (p + q * s ^ 3)) / (1 + s)) s := by
    intro s hs
    have hne : (1 + s) ≠ 0 := (by linarith : (0 : ℝ) < 1 + s).ne'
    have hl : HasDerivAt (fun y : ℝ => log (1 + y)) (1 / (1 + s)) s :=
      ((hasDerivAt_id' s).const_add 1).log hne
    have p2 : HasDerivAt (fun y : ℝ => y ^ 2) (2 * s) s := by simpa using hasDerivAt_pow 2 s
    have p3 : HasDerivAt (fun y : ℝ => y ^ 3) (3 * s ^ 2) s := by simpa using hasDerivAt_pow 3 s
    have p4 : HasDerivAt (fun y : ℝ => y ^ 4) (4 * s ^ 3) s := by simpa using hasDerivAt_pow 4 s
    have p5 : HasDerivAt (fun y : ℝ => y ^ 5) (5 * s ^ 4) s := by simpa using hasDerivAt_pow 5 s
    have h := (((p3.const_mul q).const_add p).fun_mul hl).fun_add
      ((((((hasDerivAt_id' s).const_mul a).fun_add (p2.const_mul b)).fun_add
        (p3.const_mul c)).fun_add (p4.const_mul d)).fun_add (p5.const_mul e))
    refine h.congr_deriv ?_
    field_simp
    ring
  -- mean value theorem on [0, t], with H(0) = 0
  obtain ⟨s, hs, hs'⟩ := exists_hasDerivAt_eq_slope _ _ ht
    (fun s hs => (hd s hs.1).continuousAt.continuousWithinAt) (fun s hs => hd s hs.1.le)
  have h1 := div_pos (hp s hs.1) (by linarith [hs.1] : (0 : ℝ) < 1 + s)
  have h2 := mul_pos (lt_of_lt_of_eq h1 hs') ht
  rw [sub_zero, div_mul_cancel₀ _ ht.ne'] at h2
  simpa using h2

/-- For `t > 0`, `ln(1+t)` lies strictly between its second- and third-order Taylor
polynomials. -/
theorem log_bounds {t : ℝ} (ht : 0 < t) :
    t - t ^ 2 / 2 < log (1 + t) ∧ log (1 + t) < t - t ^ 2 / 2 + t ^ 3 / 3 := by
  constructor
  · have h := family_pos 1 0 (-1) (1 / 2) 0 0 0
      (fun s hs => by nlinarith [pow_pos hs 2]) ht
    linarith
  · have h := family_pos (-1) 0 1 (-1 / 2) (1 / 3) 0 0
      (fun s hs => by nlinarith [pow_pos hs 3]) ht
    linarith

/-- For `x > 0`, `G(x)` is positive and `3/4 - 3/(10x) < x G(x) < 3/4`. -/
theorem G_bounds {x : ℝ} (hx : 0 < x) :
    0 < G x ∧ 3 / 4 - 3 / (10 * x) < x * G x ∧ x * G x < 3 / 4 := by
  -- F(t) = (1+t³) ln(1+t) - t + t²/2 - t³/3 has F' = 3 t² ln(1+t)
  have hF : ∀ t : ℝ, 0 < t →
      0 < (1 + t ^ 3) * log (1 + t) - t + t ^ 2 / 2 - t ^ 3 / 3 ∧
      3 / 4 * t ^ 4 - 3 / 10 * t ^ 5
        < (1 + t ^ 3) * log (1 + t) - t + t ^ 2 / 2 - t ^ 3 / 3 ∧
      (1 + t ^ 3) * log (1 + t) - t + t ^ 2 / 2 - t ^ 3 / 3 < 3 / 4 * t ^ 4 := by
    intro t ht
    have w : ∀ s : ℝ, 0 < s → 0 < (1 + s) * s ^ 2 := fun s hs => by positivity
    refine ⟨?_, ?_, ?_⟩
    · have h := family_pos 1 1 (-1) (1 / 2) (-1 / 3) 0 0 (fun s hs => by
        have hl : 0 < log (1 + s) := log_pos (by linarith)
        nlinarith [mul_pos (w s hs) hl]) ht
      linarith
    · have h := family_pos 1 1 (-1) (1 / 2) (-1 / 3) (-3 / 4) (3 / 10) (fun s hs => by
        nlinarith [mul_pos (w s hs) (sub_pos.mpr (log_bounds hs).1)]) ht
      linarith
    · have h := family_pos (-1) (-1) 1 (-1 / 2) (1 / 3) (3 / 4) 0 (fun s hs => by
        have hl : log (1 + s) < 1 + s - 1 :=
          log_lt_sub_one_of_pos (by linarith) (by linarith : 1 < 1 + s).ne'
        nlinarith [mul_pos (w s hs) (sub_pos.mpr hl)]) ht
      linarith
  obtain ⟨h1, h2, h3⟩ := hF (1 / x) (by positivity)
  have hx0 : x ≠ 0 := hx.ne'
  have h4 : 0 < x ^ 4 := pow_pos hx 4
  -- x G(x) = x⁴ F(1/x)
  have e : x * G x = x ^ 4 * ((1 + (1 / x) ^ 3) * log (1 + 1 / x) - 1 / x
      + (1 / x) ^ 2 / 2 - (1 / x) ^ 3 / 3) := by
    unfold G
    generalize log (1 + 1 / x) = L
    field_simp
    ring
  have e2 : 3 / 4 - 3 / (10 * x)
      = x ^ 4 * (3 / 4 * (1 / x) ^ 4 - 3 / 10 * (1 / x) ^ 5) := by
    field_simp
  have e3 : x ^ 4 * (3 / 4 * (1 / x) ^ 4) = 3 / 4 := by
    field_simp
  refine ⟨?_, ?_, ?_⟩
  · have h5 : 0 < x * G x := by
      rw [e]
      exact mul_pos h4 h1
    by_contra hn
    nlinarith [mul_nonneg hx.le (neg_nonneg.mpr (not_lt.mp hn))]
  · rw [e, e2]
    exact mul_lt_mul_of_pos_left h2 h4
  · rw [e]
    exact lt_of_lt_of_eq (mul_lt_mul_of_pos_left h3 h4) e3

/-- For `x > 0`, the slope of `G` is `3x² ln(1+1/x) - 3x + 3/2 - 1/x`. -/
theorem hasDerivAt_G {x : ℝ} (hx : 0 < x) :
    HasDerivAt G (3 * x ^ 2 * log (1 + 1 / x) - 3 * x + 3 / 2 - 1 / x) x := by
  have hx0 : x ≠ 0 := hx.ne'
  have hx1 : x + 1 ≠ 0 := by positivity
  have hne : 1 + 1 / x ≠ 0 := by positivity
  have h1 : HasDerivAt (fun y : ℝ => 1 + 1 / y) (-(x ^ 2)⁻¹) x := by
    simp only [one_div]
    exact (hasDerivAt_inv hx0).const_add 1
  have e0 : -(x ^ 2)⁻¹ / (1 + 1 / x) = -(1 / (x * (x + 1))) := by
    rw [div_eq_iff hne]
    field_simp
  have h2 : HasDerivAt (fun y : ℝ => log (1 + 1 / y)) (-(1 / (x * (x + 1)))) x :=
    (h1.log hne).congr_deriv e0
  have p2 : HasDerivAt (fun y : ℝ => y ^ 2) (2 * x) x := by simpa using hasDerivAt_pow 2 x
  have p3 : HasDerivAt (fun y : ℝ => y ^ 3) (3 * x ^ 2) x := by simpa using hasDerivAt_pow 3 x
  have h3 : HasDerivAt G _ x :=
    ((((p3.const_add 1).fun_mul h2).fun_add ((hasDerivAt_id' x).div_const 2)).fun_sub
      p2).sub_const (1 / 3)
  -- 1 + x³ = (1 + x)(1 - x + x²)
  have e : (1 + x ^ 3) * (-(1 / (x * (x + 1)))) = -x + 1 - 1 / x := by
    field_simp
    ring
  refine h3.congr_deriv ?_
  linear_combination e

/-- `G` is strictly decreasing on `x > 0`. -/
theorem G_strictAntiOn : StrictAntiOn G (Ioi 0) := by
  refine strictAntiOn_of_deriv_neg (convex_Ioi 0)
    (fun x hx => (hasDerivAt_G hx).continuousAt.continuousWithinAt) ?_
  intro x hx
  rw [interior_Ioi] at hx
  have hx' : 0 < x := hx
  have hx0 : x ≠ 0 := hx'.ne'
  rw [(hasDerivAt_G hx').deriv]
  -- the cubic upper bound on the logarithm makes the slope negative
  have h := mul_lt_mul_of_pos_left (log_bounds (t := 1 / x) (by positivity)).2
    (by positivity : 0 < 3 * x ^ 2)
  have e : ∀ u : ℝ, x * u = 1 →
      3 * x ^ 2 * (u - u ^ 2 / 2 + u ^ 3 / 3) = 3 * x - 3 / 2 + u := fun u hu => by
    linear_combination (3 * x - 3 / 2 * (x * u + 1) + u * (x * u + 1)) * hu
  rw [e (1 / x) (mul_one_div_cancel hx0)] at h
  linarith

/-- For `A, C > 0` the correlation energy `eps(rs) = -C G(rs/A)` is negative and strictly
increasing on `rs > 0`; `rs eps(rs)` stays above `-3AC/4` and tends to it as `rs → ∞`. -/
theorem correlation_energy {A C : ℝ} (hA : 0 < A) (hC : 0 < C) :
    (∀ rs, 0 < rs → eps A C rs < 0) ∧ StrictMonoOn (eps A C) (Ioi 0) ∧
    (∀ rs, 0 < rs → -(C * A) * (3 / 4) < rs * eps A C rs) ∧
    Tendsto (fun rs => rs * eps A C rs) atTop (𝓝 (-(C * A) * (3 / 4))) := by
  have hA' : A * A⁻¹ = 1 := mul_inv_cancel₀ hA.ne'
  have e : ∀ r, -(C * A) * (r / A * G (r / A)) = r * eps A C r := fun r => by
    unfold eps
    linear_combination (-C * r * G (r / A)) * hA'
  refine ⟨fun r hr => ?_, fun r hr s hs hrs => ?_, fun r hr => ?_, ?_⟩
  · have h := mul_pos hC (G_bounds (div_pos hr hA)).1
    unfold eps
    linarith
  · have h := G_strictAntiOn (div_pos hr hA) (div_pos hs hA) (div_lt_div_of_pos_right hrs hA)
    have h' := mul_lt_mul_of_pos_left h hC
    unfold eps
    linarith
  · have h := mul_lt_mul_of_pos_left (G_bounds (div_pos hr hA)).2.2 (mul_pos hC hA)
    rw [← e r]
    linarith
  · -- squeeze x G(x) between 3/4 - 3/(10x) and 3/4, then rescale
    have hl : Tendsto (fun x : ℝ => 3 / 4 - 3 / 10 * x⁻¹) atTop (𝓝 (3 / 4 - 3 / 10 * 0)) :=
      tendsto_const_nhds.sub (tendsto_inv_atTop_zero.const_mul _)
    rw [mul_zero, sub_zero] at hl
    have hG : Tendsto (fun x : ℝ => x * G x) atTop (𝓝 (3 / 4)) := by
      refine tendsto_of_tendsto_of_tendsto_of_le_of_le' hl tendsto_const_nhds ?_ ?_
      · filter_upwards [eventually_gt_atTop 0] with x hx
        have e1 : 3 / 10 * x⁻¹ = 3 / (10 * x) := by ring
        rw [e1]
        exact (G_bounds hx).2.1.le
      · filter_upwards [eventually_gt_atTop 0] with x hx
        exact (G_bounds hx).2.2.le
    have h1 : Tendsto (fun r : ℝ => r / A * G (r / A)) atTop (𝓝 (3 / 4)) :=
      hG.comp (tendsto_id.atTop_div_const hA)
    exact (h1.const_mul (-(C * A))).congr e

end

end HedinLundqvistShape
```

```lean
#print axioms HedinLundqvistShape.correlation_energy
-- 'HedinLundqvistShape.correlation_energy' depends on axioms: [propext, Classical.choice, Quot.sound]
```

### The theorems in words

`G` is the formula above as a function on the reals, with `log` the natural logarithm, and `eps A C rs` is $\varepsilon(r_s)$. No units are fixed: `rs` and `A` share one length unit and $\varepsilon$ carries the unit of `C`. `G_bounds` states positivity and the two-sided estimate for $x > 0$. `G_strictAntiOn` reads `StrictAntiOn G (Ioi 0)`: for $0 < x < y$, $G(y) < G(x)$. The restriction to `Ioi 0`, the open half-line, matters because Lean's $1/0 = 0$ makes $G(0)$ equal $-1/3$, while the formula diverges as $x \to 0^+$.

Under `hA : 0 < A` and `hC : 0 < C`, `correlation_energy` has four parts: $\varepsilon < 0$ for $r_s > 0$; `StrictMonoOn (eps A C) (Ioi 0)`; the bound $-3AC/4 < r_s\varepsilon$ for $r_s > 0$; and the limit $r_s\varepsilon \to -3AC/4$ along `atTop`, that is, as $r_s \to \infty$. The limit $xG \to 3/4$ has no theorem of its own. It is the step `hG` inside the proof, and it is the fourth part at $A = C = 1$ up to a sign.

These are statements about the shape of a formula in exact real arithmetic. The correlation potential that goes with this energy, spin polarisation, rounding error and the accuracy of the form for the interacting electron gas do not enter. For a local-density calculation with this two-parameter, spin-unpolarised form, the result fixes the sign of the correlation energy density $n\varepsilon$ wherever $n > 0$ and bounds the error of the tail formula.

### One mean-value lemma, used five times

Every integration above has the same pattern: a function vanishes at $0$ and has a positive derivative. `family_pos` does it once for

$$H(t) = (p + qt^3)\ln(1+t) + at + bt^2 + ct^3 + dt^4 + et^5$$

with real coefficients $p, q, a, b, c, d, e$. Its hypothesis `hp` is $(1+s)H'(s) > 0$ for all $s > 0$, written without a denominator. The step `hd` computes $H'$ by the product rule, and `exists_hasDerivAt_eq_slope` supplies a point $s$ in $(0,t)$ with $H'(s) = (H(t) - H(0))/t$. As $H(0) = 0$, $H(t) > 0$ follows.

`log_bounds` applies the lemma twice with $q = 0$, where $(1+s)H'(s)$ reduces to $s^2$ and to $s^3$, the terms passed to `nlinarith`. In `G_bounds`, `hF` applies it to $F$, to $F - 3t^4/4 + 3t^5/10$ and to $3t^4/4 - F$. In these cases $(1+s)H'(s)$ equals $3(1+s)s^2$ times $\ln(1+s)$, $\ln(1+s) - s + s^2/2$ and $s - \ln(1+s)$ respectively. The three factors are positive by `log_pos`, `log_bounds` and `log_lt_sub_one_of_pos`. The identity `e` is $xG(x) = x^4F(1/x)$, while `e2` and `e3` multiply the polynomial bounds by $x^4$.

`hasDerivAt_G` follows the computation of $G'$, with `h2` for the logarithm and `e` for the factorisation of $1+x^3$. `G_strictAntiOn` multiplies the cubic bound by $3x^2$ and passes the negative slope to `strictAntiOn_of_deriv_neg`. In `correlation_energy`, `e` is $r_s\varepsilon = -CA\cdot xG(x)$. The first three parts multiply an inequality for `G` by $C$ or by $CA$. In the fourth, `hG` squeezes $xG$ between `hl` and the constant $3/4$, and `h1` composes with $r_s \mapsto r_s/A$.

### Negative $A$ or vanishing $C$

The following values are direct evaluations and are not part of the file. With $C = 0$, $\varepsilon$ is identically zero, so it is neither negative nor strictly increasing. With $A = -1$, $C = 1$, $r_s = 2$, the argument is $x = -2$, where the logarithm is still well defined:

$$G(-2) = -7\ln\tfrac12 - 1 - 4 - \tfrac13 = 7\ln 2 - \tfrac{16}{3} \approx -0.48 .$$

Then $\varepsilon \approx +0.48$ is positive. The same point has $xG \approx 0.96 > 3/4$, so both the positivity and the upper bound of `G_bounds` fail there without $x > 0$.
